# At fixed force constant, the Morse potential tends to the harmonic potential as its range parameter tends to zero from above

## The two wells and their parameters

Let x be the displacement of a bond from its equilibrium length, positive in stretching and negative in compression. Let k be the force constant and a the range parameter, an inverse length. Both energies are measured from the minimum at x = 0:

H(x) = k x²/2

V_a(x) = k/(2a²) · (1 − exp(−a x))²

H is the harmonic energy and V_a the Morse energy. The well depth is D = k/(2a²), which V_a approaches as the bond is pulled apart. It is not an independent parameter here: when a tends to zero at fixed k, the well becomes infinitely deep while its curvature at the bottom stays the same.

That k really is this curvature follows by differentiating twice. For a ≠ 0,

V_a′(x) = (k/a) · (exp(−a x) − exp(−2a x))

V_a″(x) = k · (2 exp(−2a x) − exp(−a x))

and so V_a″(0) = k, whatever the value of a.

## Limit and comparison

For k > 0 and every real x, V_a(x) tends to H(x) as a tends to zero from above. Moreover, for every a > 0,

V_a(x) ≤ H(x) when x ≥ 0

V_a(x) ≥ H(x) when x ≤ 0

with equality only at x = 0. In a force field where a single classical stretching coordinate follows a Morse curve, replacing that curve by a parabola of the same curvature therefore overestimates the cost of stretching and underestimates the cost of compression.

## The Morse energy as a harmonic energy

Define the deformed displacement

q = (1 − exp(−a x))/a

Then V_a(x) = k q²/2, so comparing the two energies amounts to comparing q² with x².

The tangent-line inequality exp(t) ≥ 1 + t, strict for t ≠ 0, bounds q from both sides. With t = −a x it gives 1 − exp(−a x) ≤ a x, and division by a > 0 gives q ≤ x, strictly if x ≠ 0. With t = a x it gives exp(a x) ≥ 1 + a x. Multiplying by exp(−a x) gives

1 ≥ exp(−a x) + a x exp(−a x)

which rearranges to q ≥ x exp(−a x). Altogether,

x exp(−a x) ≤ q ≤ x

If x > 0, then 0 < q < x, hence q² < x² and V_a(x) < H(x). If x < 0, then q < x < 0, hence q² > x² and V_a(x) > H(x). At x = 0 both energies vanish.

## An error bound on bounded displacements

Let |x| ≤ R, and write s = exp(−a x) and e = exp(a R). Since −R ≤ x ≤ R, we have s ≤ e and s e ≥ 1.

For x ≥ 0, squaring the bounds on q gives x² s² ≤ q² ≤ x², so

0 ≤ x² − q² ≤ x² (1 − s²)

Because s² + e² ≥ 2 s e ≥ 2, the factor 1 − s² is at most e² − 1.

For x ≤ 0, all three members of x s ≤ q ≤ x are non-positive, so squaring reverses the order: x² ≤ q² ≤ x² s². Hence

0 ≤ q² − x² ≤ x² (s² − 1) ≤ x² (e² − 1)

In both cases |q² − x²| ≤ R² (e² − 1), and multiplication by k/2 gives

|V_a(x) − H(x)| ≤ (k R²/2) · (exp(2 a R) − 1)

The right-hand side does not depend on x and tends to zero with a. Convergence is therefore uniform on [−R, R], and the choice R = |x| gives the limit at a single point.

## Large stretching at fixed range parameter

For x > 0 the factor 1 − exp(−a x) lies between 0 and 1, so V_a(x) ≤ D, while the parabola keeps rising. For the next step, let all symbols stand for numerical values in one fixed, consistent set of units. Given any number C, take

y = 2(|C| + D)/k, x = 1 + y

Since x ≥ 1, we have x² ≥ x, and therefore

H(x) − V_a(x) ≥ k(1 + y)/2 − D = k/2 + |C| > C

The gap is thus unbounded for each fixed a > 0, and the convergence cannot be uniform over all displacements.

## The statement in Lean

`harmonic k x` is H(x), `morse k a x` is V_a(x), `morseCoord a x` is q, and `morseSlope k a x` is the slope. All arguments are real numbers, so units are not tracked; k, a and x must be given in consistent ones.

The main theorem is `morse_harmonic_limit`. Its hypothesis `hk : 0 < k` says that the force constant is positive, so that a small displacement from x = 0 in either direction meets a restoring force. The expression `𝓝[>] 0` means that a approaches zero through positive values only, so the value Lean assigns to the division at a = 0 plays no part. The second half of the theorem holds for every positive a, not just for small ones, and contains the two inequalities and the equality case.

Around it stand four results with their own hypotheses:

- `harmonic_error` is the explicit bound, for k ≥ 0 and a > 0.
- `morse_tendstoUniformlyOn` is uniform convergence on `Set.Icc (-R) R`, the closed interval from −R to R.
- `morse_curvature` identifies the slope and its derivative at x = 0, for any real k and any a ≠ 0.
- `harmonic_gap_unbounded` is the growing gap under stretching, for k > 0 and a > 0.

These are statements about classical potential curves in one coordinate. Vibrational levels, wavefunctions, rotation and coupling to other modes are not treated.

## Holding the well depth fixed

The Morse curve could also have been parametrised by D and a, as D(1 − exp(−a x))², with D held fixed in the limit. The force constant would then be 2Da². At each a > 0 the comparison with the parabola of the same curvature, D a² x², would be unchanged. The limit would be different: as a tends to zero at fixed D, both curves tend to zero at every fixed x, and the bond goes slack. A harmonic limit with a nonzero force constant requires the depth to grow as 1/a², which the parametrisation by k builds in.

## The complete file

```lean
import Mathlib

open Filter Topology

namespace MorseHarmonicLimit

noncomputable section

/-- The harmonic energy `k x² / 2` of a bond with force constant `k` at displacement `x`. -/
def harmonic (k x : ℝ) : ℝ := k * x ^ 2 / 2

/-- The Morse energy with force constant `k` and range parameter `a`; the well depth is
`k / (2 a²)` and the energy is measured from the minimum. -/
def morse (k a x : ℝ) : ℝ := k / (2 * a ^ 2) * (1 - Real.exp (-(a * x))) ^ 2

/-- The Morse coordinate `(1 - exp (-a x)) / a`, a deformed bond displacement. -/
def morseCoord (a x : ℝ) : ℝ := (1 - Real.exp (-(a * x))) / a

/-- The slope of the Morse energy curve at displacement `x`. -/
def morseSlope (k a x : ℝ) : ℝ :=
  k / a * (Real.exp (-(a * x)) - Real.exp (-(a * x)) ^ 2)

/-- The Morse energy is the harmonic energy of the Morse coordinate. -/
theorem morse_eq_harmonic_coord (k a x : ℝ) :
    morse k a x = harmonic k (morseCoord a x) := by
  unfold morse harmonic morseCoord
  ring

/-- The Morse coordinate lies between `x exp (-a x)` and the true displacement `x`, and it is
strictly below `x` away from the minimum. -/
theorem morseCoord_bounds {a : ℝ} (ha : 0 < a) (x : ℝ) :
    x * Real.exp (-(a * x)) ≤ morseCoord a x ∧ morseCoord a x ≤ x ∧
      (x ≠ 0 → morseCoord a x < x) := by
  unfold morseCoord
  refine ⟨?_, ?_, fun hx => ?_⟩
  · -- the tangent-line inequality at `a x`, multiplied by `exp (-a x)`
    rw [le_div_iff₀ ha]
    have h1 : Real.exp (-(a * x)) * Real.exp (a * x) = 1 := by
      rw [← Real.exp_add]
      simp
    have h2 := mul_le_mul_of_nonneg_left (Real.add_one_le_exp (a * x))
      (Real.exp_pos (-(a * x))).le
    nlinarith
  · rw [div_le_iff₀ ha]
    have h := Real.add_one_le_exp (-(a * x))
    nlinarith
  · rw [div_lt_iff₀ ha]
    have h := Real.add_one_lt_exp (neg_ne_zero.mpr (mul_ne_zero ha.ne' hx))
    nlinarith

/-- A stretched Morse bond has strictly less energy than the harmonic bond with the same
force constant. -/
theorem morse_lt_harmonic {k a x : ℝ} (hk : 0 < k) (ha : 0 < a) (hx : 0 < x) :
    morse k a x < harmonic k x := by
  obtain ⟨h1, -, h3⟩ := morseCoord_bounds ha x
  have h4 := h3 hx.ne'
  have h5 : 0 < x * Real.exp (-(a * x)) := mul_pos hx (Real.exp_pos _)
  rw [morse_eq_harmonic_coord]
  unfold harmonic
  have h6 : morseCoord a x ^ 2 < x ^ 2 := by nlinarith
  have h7 := mul_lt_mul_of_pos_left h6 hk
  linarith

/-- A compressed Morse bond has strictly more energy than the harmonic bond with the same
force constant. -/
theorem harmonic_lt_morse {k a x : ℝ} (hk : 0 < k) (ha : 0 < a) (hx : x < 0) :
    harmonic k x < morse k a x := by
  have h4 := (morseCoord_bounds ha x).2.2 hx.ne
  rw [morse_eq_harmonic_coord]
  unfold harmonic
  have h6 : x ^ 2 < morseCoord a x ^ 2 := by nlinarith
  have h7 := mul_lt_mul_of_pos_left h6 hk
  linarith

/-- For displacements of size at most `R`, the harmonic approximation to the Morse energy is
in error by at most `(k R² / 2) (exp (2 a R) - 1)`. -/
theorem harmonic_error {k a x R : ℝ} (hk : 0 ≤ k) (ha : 0 < a) (hx : |x| ≤ R) :
    |morse k a x - harmonic k x| ≤ harmonic k R * (Real.exp (2 * (a * R)) - 1) := by
  obtain ⟨h1, h2, -⟩ := morseCoord_bounds ha x
  obtain ⟨hl, hr⟩ := abs_le.1 hx
  have hR : 0 ≤ R := (abs_nonneg x).trans hx
  have hexp : Real.exp (2 * (a * R)) = Real.exp (a * R) ^ 2 := by
    rw [two_mul, Real.exp_add, sq]
  have he : 1 ≤ Real.exp (a * R) := Real.one_le_exp (mul_nonneg ha.le hR)
  have hs : 0 < Real.exp (-(a * x)) := Real.exp_pos _
  have hse : Real.exp (-(a * x)) ≤ Real.exp (a * R) :=
    Real.exp_le_exp.2 (by nlinarith)
  have hprod : 1 ≤ Real.exp (-(a * x)) * Real.exp (a * R) := by
    rw [← Real.exp_add]
    exact Real.one_le_exp (by nlinarith)
  rw [morse_eq_harmonic_coord, hexp]
  unfold harmonic
  generalize Real.exp (-(a * x)) = s at *
  generalize Real.exp (a * R) = e at *
  generalize morseCoord a x = q at *
  have he2 : 0 ≤ e ^ 2 - 1 := by nlinarith
  have hB : x ^ 2 * (e ^ 2 - 1) ≤ R ^ 2 * (e ^ 2 - 1) :=
    mul_le_mul_of_nonneg_right (sq_le_sq' hl hr) he2
  have hB0 : 0 ≤ x ^ 2 * (e ^ 2 - 1) := mul_nonneg (sq_nonneg x) he2
  -- compare the squares of the two coordinates, on each side of the minimum
  have key : -(R ^ 2 * (e ^ 2 - 1)) ≤ q ^ 2 - x ^ 2 ∧
      q ^ 2 - x ^ 2 ≤ R ^ 2 * (e ^ 2 - 1) := by
    rcases le_total 0 x with h0 | h0
    · have h3 : 0 ≤ x * s := mul_nonneg h0 hs.le
      have h4 := pow_le_pow_left₀ h3 h1 2
      have h5 := pow_le_pow_left₀ (h3.trans h1) h2 2
      have h6 : 0 ≤ s ^ 2 + e ^ 2 - 2 := by nlinarith [sq_nonneg (s - e)]
      have h7 := mul_nonneg (sq_nonneg x) h6
      constructor <;> nlinarith
    · have h4 := pow_le_pow_left₀ (neg_nonneg.2 (h2.trans h0)) (neg_le_neg h1) 2
      have h5 := pow_le_pow_left₀ (neg_nonneg.2 h0) (neg_le_neg h2) 2
      have h6 := mul_le_mul_of_nonneg_left (pow_le_pow_left₀ hs.le hse 2) (sq_nonneg x)
      constructor <;> nlinarith
  have k1 := mul_le_mul_of_nonneg_left key.1 hk
  have k2 := mul_le_mul_of_nonneg_left key.2 hk
  rw [abs_le]
  constructor <;> linarith

/-- As the range parameter tends to zero from above at fixed force constant, the Morse energy tends
to the harmonic energy uniformly for displacements in the interval `[-R, R]`. -/
theorem morse_tendstoUniformlyOn {k : ℝ} (hk : 0 ≤ k) (R : ℝ) :
    TendstoUniformlyOn (fun a x => morse k a x) (harmonic k) (𝓝[>] 0) (Set.Icc (-R) R) := by
  rw [Metric.tendstoUniformlyOn_iff]
  intro ε hε
  -- the error bound is continuous in `a` and vanishes at `a = 0`
  have hc : Continuous fun a : ℝ => harmonic k R * (Real.exp (2 * (a * R)) - 1) := by
    fun_prop
  have ht := hc.tendsto 0
  simp only [zero_mul, mul_zero, Real.exp_zero, sub_self] at ht
  filter_upwards [(ht.mono_left nhdsWithin_le_nhds).eventually (gt_mem_nhds hε),
    self_mem_nhdsWithin] with a h1 ha x hx
  rw [dist_comm, Real.dist_eq]
  exact (harmonic_error hk ha (abs_le.2 hx)).trans_lt h1

/-- Harmonic limit of the Morse potential: at fixed force constant the Morse energy tends to
`k x² / 2` as `a` tends to zero from above. For every `a > 0` it is at most harmonic in
stretching, at least harmonic in compression, and equal only at the minimum. -/
theorem morse_harmonic_limit {k : ℝ} (hk : 0 < k) (x : ℝ) :
    Tendsto (fun a => morse k a x) (𝓝[>] 0) (𝓝 (harmonic k x)) ∧
      ∀ a, 0 < a → (0 ≤ x → morse k a x ≤ harmonic k x) ∧
        (x ≤ 0 → harmonic k x ≤ morse k a x) ∧
        (morse k a x = harmonic k x ↔ x = 0) := by
  refine ⟨(morse_tendstoUniformlyOn hk.le |x|).tendsto_at (abs_le.1 le_rfl),
    fun a ha => ?_⟩
  have h0 : morse k a 0 = harmonic k 0 := by simp [morse, harmonic]
  rcases lt_trichotomy x 0 with hx | hx | hx
  · have h := harmonic_lt_morse hk ha hx
    exact ⟨fun h' => absurd hx (not_lt_of_ge h'), fun _ => h.le,
      fun h' => absurd h' h.ne', fun h' => absurd h' hx.ne⟩
  · subst hx
    exact ⟨fun _ => h0.le, fun _ => h0.ge, fun _ => rfl, fun _ => h0⟩
  · have h := morse_lt_harmonic hk ha hx
    exact ⟨fun _ => h.le, fun h' => absurd hx (not_lt_of_ge h'),
      fun h' => absurd h' h.ne, fun h' => absurd h' hx.ne'⟩

/-- For every `a ≠ 0`, `morseSlope k a` is the derivative of the Morse energy, and its own
derivative at `x = 0` is `k`. -/
theorem morse_curvature (k : ℝ) {a : ℝ} (ha : a ≠ 0) :
    (∀ x, HasDerivAt (morse k a) (morseSlope k a x) x) ∧
      HasDerivAt (morseSlope k a) k 0 := by
  have hE : ∀ x, HasDerivAt (fun y => Real.exp (-(a * y))) (-a * Real.exp (-(a * x))) x := by
    intro x
    have h := (((hasDerivAt_id' x).const_mul a).fun_neg).exp
    exact h.congr_deriv (by ring)
  constructor
  · intro x
    have hf : morse k a = fun y => k / (2 * a ^ 2) *
        ((1 - Real.exp (-(a * y))) * (1 - Real.exp (-(a * y)))) := by
      funext y
      unfold morse
      ring
    rw [hf]
    have h1 := (hE x).const_sub 1
    refine ((h1.fun_mul h1).const_mul (k / (2 * a ^ 2))).congr_deriv ?_
    unfold morseSlope
    generalize Real.exp (-(a * x)) = e
    field_simp
    ring
  · have hf : morseSlope k a = fun y => k / a *
        (Real.exp (-(a * y)) - Real.exp (-(a * y)) * Real.exp (-(a * y))) := by
      funext y
      unfold morseSlope
      ring
    rw [hf]
    refine (((hE 0).fun_sub ((hE 0).fun_mul (hE 0))).const_mul (k / a)).congr_deriv ?_
    simp only [mul_zero, neg_zero, Real.exp_zero]
    field_simp
    ring

/-- For each fixed `a > 0`, the harmonic energy exceeds the Morse energy by more than any
given amount `C` at some stretched displacement. -/
theorem harmonic_gap_unbounded {k a : ℝ} (hk : 0 < k) (ha : 0 < a) (C : ℝ) :
    ∃ x, 0 < x ∧ C < harmonic k x - morse k a x := by
  have hD : 0 < k / (2 * a ^ 2) := by positivity
  have hy : 0 ≤ 2 * (|C| + k / (2 * a ^ 2)) / k := by positivity
  have hky : k * (2 * (|C| + k / (2 * a ^ 2)) / k) = 2 * (|C| + k / (2 * a ^ 2)) :=
    mul_div_cancel₀ _ hk.ne'
  unfold harmonic morse
  generalize k / (2 * a ^ 2) = D at *
  generalize 2 * (|C| + D) / k = y at *
  refine ⟨1 + y, by linarith, ?_⟩
  -- in stretching the Morse energy never exceeds the well depth `D`
  have h1 : Real.exp (-(a * (1 + y))) ≤ 1 := Real.exp_le_one_iff.2 (by nlinarith)
  have h2 := Real.exp_pos (-(a * (1 + y)))
  have h3 : (1 - Real.exp (-(a * (1 + y)))) ^ 2 ≤ 1 :=
    pow_le_one₀ (by linarith) (by linarith)
  have h4 := mul_le_mul_of_nonneg_left h3 hD.le
  have h5 : 1 + y ≤ (1 + y) ^ 2 := by nlinarith
  have h6 := mul_le_mul_of_nonneg_left h5 hk.le
  have h7 := le_abs_self C
  linarith

end

end MorseHarmonicLimit
```

```lean
#print axioms MorseHarmonicLimit.morse_tendstoUniformlyOn
#print axioms MorseHarmonicLimit.morse_harmonic_limit
#print axioms MorseHarmonicLimit.morse_curvature
#print axioms MorseHarmonicLimit.harmonic_gap_unbounded
```

```
'MorseHarmonicLimit.morse_tendstoUniformlyOn' depends on axioms: [propext, Classical.choice, Quot.sound]
'MorseHarmonicLimit.morse_harmonic_limit' depends on axioms: [propext, Classical.choice, Quot.sound]
'MorseHarmonicLimit.morse_curvature' depends on axioms: [propext, Classical.choice, Quot.sound]
'MorseHarmonicLimit.harmonic_gap_unbounded' depends on axioms: [propext, Classical.choice, Quot.sound]
```

## How the proof follows the derivation

`morse_eq_harmonic_coord` is the identity V_a(x) = k q²/2; after the definitions are unfolded, `ring` proves it.

`morseCoord_bounds` contains the three bounds on q. The lemmas `le_div_iff₀`, `div_le_iff₀` and `div_lt_iff₀` clear the denominator a, and `Real.add_one_le_exp` and its strict version supply the tangent-line inequality. For the lower bound, `h1` records that exp(−a x) · exp(a x) = 1, and `h2` is the tangent-line inequality already multiplied by exp(−a x).

`morse_lt_harmonic` and `harmonic_lt_morse` treat the two signs of x. In each, `h6` compares the squares and `h7` multiplies by k. The stretched case also uses q > 0, which comes from the lower bound; in the compressed case q < x < 0 suffices.

`harmonic_error` first establishes the relations between the exponentials: `hse` is s ≤ e and `hprod` is s e ≥ 1. The `generalize` steps then replace the exponentials and the Morse coordinate by plain variables s, e and q, leaving a problem in polynomial inequalities. The statement `key` bounds q² − x² from both sides and is proved separately for x ≥ 0 and x ≤ 0. In the first case, `h6` is the inequality s² + e² ≥ 2, obtained from (s − e)² ≥ 0 and `hprod`. In the second, signs are changed before squaring, so that the quantities being squared are non-negative.

`morse_tendstoUniformlyOn` turns the bound into a limit. The bound is continuous in a and vanishes at a = 0, so for any ε > 0 it is below ε for all sufficiently small positive a. `filter_upwards` combines that condition with a > 0, and `harmonic_error` then applies to every x in the interval at once.

`morse_harmonic_limit` obtains its pointwise limit from the uniform one with R = |x|. For the comparison it splits into x < 0, x = 0 and x > 0. The strict inequalities settle the outer cases and rule out equality there, and direct evaluation settles the middle one.

In `morse_curvature`, `hE` is the derivative of exp(−a x). The squares are rewritten as products so that the product rule applies, and `congr_deriv` matches the derivative it produces with the stated one.

`harmonic_gap_unbounded` uses the displacement 1 + y chosen above. There `h4` is the bound of the Morse energy by the well depth, and `h5` is the inequality x ≤ x² that makes the parabola large enough.
